# Sufficiently short-ranged exchange lowers the energy difference of two orbitals in a five-site model

## Kernel, exchange matrix and gap

On a finite set of sites `ι`, let $P$ be a real density matrix for one spin channel. The interaction kernel and exchange matrix are

$$w_{ij}=1-c+c\,\delta_{ij},\qquad K_{ij}=-w_{ij}P_{ij}.$$

The on-site strength is 1. The parameter $c$ stands for the fraction of the intersite interaction removed by screening: $c=0$ gives a constant kernel, $c=1$ a purely on-site one. For a real matrix $A$, `expect A x` is $\langle x,Ax\rangle$, and `gap A v u` is the signed difference $\langle u,Au\rangle-\langle v,Av\rangle$, with $v$ listed first. It compares expectation values, not eigenvalues.

In Lean 4 with Mathlib:

```lean
import Mathlib

open Matrix

namespace ScreenedExchangeGap

noncomputable section

variable {ι : Type*} [Fintype ι] [DecidableEq ι]

/-- The interaction kernel `w i j = 1 - c + c δ_ij`: strength `1` on site and `1 - c` between
different sites. -/
def kernel (c : ℝ) : Matrix ι ι ℝ :=
  Matrix.of fun i j => 1 - c + if i = j then c else 0

/-- The exchange matrix `K i j = - w i j * P i j` of a density matrix `P`. -/
def exchange (w P : Matrix ι ι ℝ) : Matrix ι ι ℝ :=
  Matrix.of fun i j => -(w i j * P i j)

/-- The quadratic form `⟨x, A x⟩` of a real matrix. -/
def expect (A : Matrix ι ι ℝ) (x : ι → ℝ) : ℝ := x ⬝ᵥ A *ᵥ x

/-- The difference `⟨u, A u⟩ - ⟨v, A v⟩` between the orbitals `u` and `v`. -/
def gap (A : Matrix ι ι ℝ) (v u : ι → ℝ) : ℝ := expect A u - expect A v
```

## One strength for all intersite pairs

Because all pairs of different sites interact equally, $K_{ij}=-[(1-c)P_{ij}+c\,\delta_{ij}P_{ii}]$, and therefore

$$\langle x,Kx\rangle=-\Big[(1-c)\langle x,Px\rangle+c\sum_i P_{ii}x_i^2\Big].$$

With a distance-dependent kernel, the intersite terms generally no longer reduce to a multiple of $\langle x,Px\rangle$ plus an on-site sum.

In the proof, `key` establishes the split for each row of $Kx$. It writes the on-site term as a sum containing a Kronecker delta, and `split_ifs` separates $i=j$ from $i\ne j$. Multiplying by $x_i$ and summing gives the theorem.

```lean
/-- The exchange energy of an orbital splits into a part from the constant kernel `1 - c` and an
on-site part weighted by the site occupations `P i i`. -/
theorem expect_exchange (c : ℝ) (P : Matrix ι ι ℝ) (x : ι → ℝ) :
    expect (exchange (kernel c) P) x
      = -((1 - c) * expect P x + c * ∑ i, P i i * x i ^ 2) := by
  -- the action of the exchange matrix, site by site
  have key : ∀ i, ∑ j, exchange (kernel c) P i j * x j
      = -((1 - c) * ∑ j, P i j * x j + c * (P i i * x i)) := by
    intro i
    have hd : P i i * x i = ∑ j, if i = j then P i j * x j else 0 := by simp
    rw [hd, Finset.mul_sum, Finset.mul_sum, ← Finset.sum_add_distrib,
      ← Finset.sum_neg_distrib]
    refine Finset.sum_congr rfl fun j _ => ?_
    simp only [exchange, kernel, Matrix.of_apply]
    split_ifs <;> ring
  simp only [expect, dotProduct, Matrix.mulVec]
  simp_rw [key]
  rw [Finset.mul_sum, Finset.mul_sum, ← Finset.sum_add_distrib, ← Finset.sum_neg_distrib]
  refine Finset.sum_congr rfl fun i _ => ?_
  ring
```

## An occupied, normalised $v$ and an empty $u$

The hypotheses `hv`, `hu` and `hn` say that $Pv=v$, $Pu=0$ and $\langle v,v\rangle=1$. Hence $\langle v,Pv\rangle=1$ and $\langle u,Pu\rangle=0$. With

$$S=\sum_i P_{ii}(u_i^2-v_i^2),$$

subtracting the two expectation values gives

$$\langle u,Ku\rangle-\langle v,Kv\rangle=(1-c)-cS=1-c(1+S).$$

The proof obtains the two expectations of $P$ as `h1` and `h2`, splits $S$ in `h3`, and substitutes. $P$ need not be a projector here.

Without `hu`, one could take $u=v$: the gap is then 0, while the formula gives $1-c$. Without `hv`, taking $v=u$ with $u$ empty and normalised gives gap 0 again, and again $1-c$ from the formula. Without `hn`, one could take $v=0$: the formula then exceeds the gap by $1-c$, so it fails for $c\ne1$.

```lean
/-- If `P v = v` with `v` normalised and `P u = 0`, the exchange gap is fixed by `c` and by the sum
of `u i ^ 2 - v i ^ 2` weighted by the site occupations `P i i`. -/
theorem gap_exchange (c : ℝ) (P : Matrix ι ι ℝ) (v u : ι → ℝ)
    (hv : P *ᵥ v = v) (hu : P *ᵥ u = 0) (hn : v ⬝ᵥ v = 1) :
    gap (exchange (kernel c) P) v u
      = 1 - c * (1 + ∑ i, P i i * (u i ^ 2 - v i ^ 2)) := by
  have h1 : expect P v = 1 := by rw [expect, hv, hn]
  have h2 : expect P u = 0 := by rw [expect, hu, dotProduct_zero]
  have h3 : ∑ i, P i i * (u i ^ 2 - v i ^ 2)
      = ∑ i, P i i * u i ^ 2 - ∑ i, P i i * v i ^ 2 := by
    rw [← Finset.sum_sub_distrib]
    exact Finset.sum_congr rfl fun i _ => by ring
  rw [gap, expect_exchange, expect_exchange, h1, h2, h3]
  ring
```

## Occupations between zero and one

Now let $P$ be symmetric and idempotent (`hS`, `hP`), as for a single determinant in an orthonormal site basis. Then

$$P_{ii}=\sum_jP_{ij}^2\ge P_{ii}^2,$$

so $0\le P_{ii}\le1$. Normalisation of $u$ (`hm`) gives $S\le\sum_i u_i^2=1$, and $c\ge0$ (`hc`) turns this into a gap of at least $1-2c$. A negative exchange gap thus requires $c>1/2$.

The steps `d`, `d0`, `d1` and `hsum` are these relations in order. Each of the four hypotheses added to those of `gap_exchange` has a counter-example to its omission:

- **Symmetry:** on three sites, let $P$ have upper-left block $\begin{pmatrix}9&-6\\12&-8\end{pmatrix}$ and zeros elsewhere, with $v=(3/5,4/5,0)$ and $u=(0,0,1)$. At $c=1$ the gap is $-1.88$, below $-1$.
- **Idempotence:** tripling the lower block of the five-site matrix below gives $-3/2$ at $c=1$.
- **Normalised $u$:** doubling the five-site $u$ gives $-13/6$ at $c=1$.
- **Non-negative $c$:** at $c=-1$ the five-site gap is $13/6$, below $1-2c=3$.

```lean
/-- For a real symmetric projector `P`, normalised orbitals with `P v = v` and `P u = 0`, and
`c ≥ 0`, the exchange gap is at least `1 - 2c`. -/
theorem gap_exchange_lower_bound (c : ℝ) (hc : 0 ≤ c) (P : Matrix ι ι ℝ)
    (hS : P.IsSymm) (hP : P * P = P) (v u : ι → ℝ)
    (hv : P *ᵥ v = v) (hu : P *ᵥ u = 0) (hn : v ⬝ᵥ v = 1) (hm : u ⬝ᵥ u = 1) :
    1 - 2 * c ≤ gap (exchange (kernel c) P) v u := by
  have d : ∀ i, P i i = ∑ j, P i j ^ 2 := fun i =>
    calc P i i = (P * P) i i := by rw [hP]
      _ = ∑ j, P i j * P j i := Matrix.mul_apply
      _ = ∑ j, P i j ^ 2 := Finset.sum_congr rfl fun j _ => by rw [hS.apply i j, sq]
  -- site occupations lie between zero and one
  have d0 : ∀ i, 0 ≤ P i i := fun i => by
    rw [d i]
    exact Finset.sum_nonneg fun j _ => sq_nonneg _
  have d1 : ∀ i, P i i ≤ 1 := fun i => by
    have h : P i i ^ 2 ≤ P i i :=
      calc P i i ^ 2 ≤ ∑ j, P i j ^ 2 :=
            Finset.single_le_sum (f := fun j => P i j ^ 2)
              (fun j _ => sq_nonneg _) (Finset.mem_univ i)
        _ = P i i := (d i).symm
    nlinarith
  have hsum : ∑ i, P i i * (u i ^ 2 - v i ^ 2) ≤ 1 :=
    calc ∑ i, P i i * (u i ^ 2 - v i ^ 2) ≤ ∑ i, u i * u i := by
          refine Finset.sum_le_sum fun i _ => ?_
          nlinarith [mul_nonneg (d0 i) (sq_nonneg (v i)),
            mul_nonneg (sub_nonneg.2 (d1 i)) (sq_nonneg (u i))]
      _ = 1 := hm
  rw [gap_exchange c P v u hv hu hn]
  nlinarith [mul_nonneg hc (sub_nonneg.2 hsum)]
```

## The chosen five-site density

Sites are numbered 0 to 4. The matrix `P5` projects onto vectors with $x_0=x_1$ and $x_2+x_3+x_4=0$, a three-dimensional occupied space. The orbitals are $v=(1,1,0,0,0)/\sqrt2$ and $u=(0,0,1,1,1)/\sqrt3$.

```lean
/-- The density matrix of the five-site model. -/
def P5 : Matrix (Fin 5) (Fin 5) ℝ :=
  !![1/2, 1/2, 0, 0, 0;
     1/2, 1/2, 0, 0, 0;
     0, 0, 2/3, -1/3, -1/3;
     0, 0, -1/3, 2/3, -1/3;
     0, 0, -1/3, -1/3, 2/3]

/-- The orbital `v = (1,1,0,0,0)/√2`. -/
def v5 : Fin 5 → ℝ := ![1 / √2, 1 / √2, 0, 0, 0]

/-- The orbital `u = (0,0,1,1,1)/√3`. -/
def u5 : Fin 5 → ℝ := ![0, 0, 1 / √3, 1 / √3, 1 / √3]
```

`P5_mulVec` computes the action of the matrix. `P5_projector` then checks symmetry and idempotence entry by entry and identifies the fixed vectors.

```lean
lemma P5_mulVec (x : Fin 5 → ℝ) : P5 *ᵥ x =
    ![(x 0 + x 1) / 2, (x 0 + x 1) / 2, (2 * x 2 - x 3 - x 4) / 3,
      (2 * x 3 - x 2 - x 4) / 3, (2 * x 4 - x 2 - x 3) / 3] := by
  ext i
  fin_cases i <;> simp [P5, Matrix.mulVec, dotProduct, Fin.sum_univ_five] <;> ring

/-- `P5` is the symmetric projector onto the vectors with equal amplitudes on the first two sites
and amplitudes summing to zero on the last three. -/
theorem P5_projector : P5.IsSymm ∧ P5 * P5 = P5 ∧
    ∀ x : Fin 5 → ℝ, P5 *ᵥ x = x ↔ x 0 = x 1 ∧ x 2 + x 3 + x 4 = 0 := by
  refine ⟨?_, ?_, fun x => ?_⟩
  · ext i j
    fin_cases i <;> fin_cases j <;> simp [P5]
  · ext i j
    fin_cases i <;> fin_cases j <;>
      simp [P5, Matrix.mul_apply, Fin.sum_univ_five] <;> norm_num
  · rw [P5_mulVec]
    constructor
    · intro h
      have h0 : (x 0 + x 1) / 2 = x 0 := congrFun h 0
      have h2 : (2 * x 2 - x 3 - x 4) / 3 = x 2 := congrFun h 2
      constructor <;> linarith
    · rintro ⟨h1, h2⟩
      have e0 : (x 0 + x 1) / 2 = x 0 := by linarith
      have e1 : (x 0 + x 1) / 2 = x 1 := by linarith
      have e2 : (2 * x 2 - x 3 - x 4) / 3 = x 2 := by linarith
      have e3 : (2 * x 3 - x 2 - x 4) / 3 = x 3 := by linarith
      have e4 : (2 * x 4 - x 2 - x 3) / 3 = x 4 := by linarith
      ext i
      fin_cases i
      exacts [e0, e1, e2, e3, e4]
```

The occupations are $1/2$ on sites 0 and 1, and $2/3$ on the others, so

$$S=3\cdot\tfrac23\cdot\tfrac13-2\cdot\tfrac12\cdot\tfrac12=\tfrac16,$$

and the gap is $1-7c/6$. In the proof, `hv`, `hu` and `hn` verify the conditions on the orbitals, and `hs` evaluates $S$. The identity holds for every real $c$; the screening interpretation uses $0\le c\le1$. Another density generally changes $S$, and with it the coefficient.

```lean
/-- In the five-site model the exchange gap between `u` and `v` is `1 - 7c/6`. -/
theorem five_site_gap (c : ℝ) :
    gap (exchange (kernel c) P5) v5 u5 = 1 - 7 * c / 6 := by
  have h2 : (1 / √2) ^ 2 = (1 / 2 : ℝ) := by
    rw [div_pow, Real.sq_sqrt (by norm_num)]; norm_num
  have h3 : (1 / √3) ^ 2 = (1 / 3 : ℝ) := by
    rw [div_pow, Real.sq_sqrt (by norm_num)]; norm_num
  -- `v` is occupied and normalised, `u` is empty
  have hv : P5 *ᵥ v5 = v5 := (P5_projector.2.2 v5).2 ⟨rfl, by simp [v5]⟩
  have hu : P5 *ᵥ u5 = 0 := by
    rw [P5_mulVec]
    ext i
    fin_cases i <;> simp [u5] <;> ring
  have hn : v5 ⬝ᵥ v5 = 1 := by
    simp only [dotProduct, Fin.sum_univ_five]
    change 1 / √2 * (1 / √2) + 1 / √2 * (1 / √2) + 0 * 0 + 0 * 0 + 0 * 0 = (1 : ℝ)
    linear_combination 2 * h2
  -- the occupation-weighted difference of the two orbital densities
  have hs : ∑ i, P5 i i * (u5 i ^ 2 - v5 i ^ 2) = 1 / 6 := by
    rw [Fin.sum_univ_five]
    change 1 / 2 * (0 ^ 2 - (1 / √2) ^ 2) + 1 / 2 * (0 ^ 2 - (1 / √2) ^ 2)
      + 2 / 3 * ((1 / √3) ^ 2 - 0 ^ 2) + 2 / 3 * ((1 / √3) ^ 2 - 0 ^ 2)
      + 2 / 3 * ((1 / √3) ^ 2 - 0 ^ 2) = (1 / 6 : ℝ)
    linear_combination (-1) * h2 + 2 * h3
  rw [gap_exchange c P5 v5 u5 hv hu hn, hs]
  ring
```

## A positive exchange fraction

Let $h$ be any real one-particle matrix and $a>0$ the fraction of exchange added. By linearity,

$$\mathrm{gap}(h+aK)=\mathrm{gap}(h)+a\left(1-\tfrac{7c}{6}\right),$$

which is below $\mathrm{gap}(h)$ exactly when $c>6/7$. The proof establishes linearity in `hl`, then treats the two directions using the sign of $1-7c/6$. At $a=0$ nothing changes; for $a<0$ the inequality reverses.

In this fixed-density model with a two-valued kernel, adding exchange can therefore lower an empty orbital relative to an occupied one. The result does not carry over directly to screened hybrids, in which exact exchange replaces part of the semilocal exchange and $P$ normally relaxes self-consistently.

```lean
/-- Adding a positive fraction `a` of the exchange matrix to any one-particle matrix `h` lowers
the difference `⟨u, · u⟩ - ⟨v, · v⟩` of the five-site model exactly when `c > 6/7`. -/
theorem five_site_narrowing (h : Matrix (Fin 5) (Fin 5) ℝ) (a c : ℝ) (ha : 0 < a) :
    gap (h + a • exchange (kernel c) P5) v5 u5 < gap h v5 u5 ↔ 6 / 7 < c := by
  -- the gap is linear in the matrix
  have hl : gap (h + a • exchange (kernel c) P5) v5 u5
      = gap h v5 u5 + a * gap (exchange (kernel c) P5) v5 u5 := by
    simp only [gap, expect, Matrix.add_mulVec, Matrix.smul_mulVec, dotProduct_add,
      dotProduct_smul, smul_eq_mul]
    ring
  rw [hl, five_site_gap]
  constructor
  · intro hlt
    by_contra hc
    have hc' : c ≤ 6 / 7 := le_of_not_gt hc
    have := mul_nonneg ha.le (show 0 ≤ 1 - 7 * c / 6 by linarith)
    linarith
  · intro hc
    have := mul_pos ha (show 0 < 7 * c / 6 - 1 by linarith)
    nlinarith

end

end ScreenedExchangeGap
```

```lean
#print axioms ScreenedExchangeGap.gap_exchange_lower_bound
#print axioms ScreenedExchangeGap.five_site_narrowing
```

```
'ScreenedExchangeGap.gap_exchange_lower_bound' depends on axioms: [propext, Classical.choice, Quot.sound]
'ScreenedExchangeGap.five_site_narrowing' depends on axioms: [propext, Classical.choice, Quot.sound]
```
